# One-loop backscattering in a one-dimensional electron gas: a flow over all scales needs g1(0) ≥ 0, and l·g1(l) → 1 if g1(0) > 0

To find, at one-loop order, the low-energy interactions of a spin-rotation-invariant one-dimensional electron gas with weak repulsive backscattering and no umklapp scattering, one sets the backscattering coupling g1 to zero and replaces the forward-scattering coupling g2 by g2 − g1/2. The Lean file below proves that every solution of the one-loop flow equations that exists on all scales ends at these values, and that such a solution exists exactly when the initial g1 is not negative. Throughout, the couplings are measured in units of πħv_F, with v_F the Fermi velocity, and the scale l is the logarithm of the initial energy cutoff divided by the reduced one.

```lean
import Mathlib

open Set Filter Topology

namespace BackscatteringFlow

/-- The one-loop flow of the backscattering coupling `g1` and the forward-scattering coupling
`g2` on a set `s` of logarithmic scales: `g1' = -g1²` and `g2' = -g1²/2`. -/
def IsFlow (g1 g2 : ℝ → ℝ) (s : Set ℝ) : Prop :=
  ∀ l ∈ s, HasDerivWithinAt g1 (-(g1 l) ^ 2) s l ∧
    HasDerivWithinAt g2 (-(g1 l) ^ 2 / 2) s l

variable {g1 g2 : ℝ → ℝ}

/-- A flow on a set of scales is also a flow on every smaller set of scales. -/
theorem IsFlow.mono {s t : Set ℝ} (h : IsFlow g1 g2 s) (hts : t ⊆ s) : IsFlow g1 g2 t :=
  fun l hl => ⟨(h l (hts hl)).1.mono hts, (h l (hts hl)).2.mono hts⟩

/-- The combination `g1 - 2 g2` takes the same value at the end of a flow on `[0, l]` as at
its start. -/
theorem invariant {l : ℝ} (h : IsFlow g1 g2 (Icc 0 l)) (hl : 0 ≤ l) :
    g1 l - 2 * g2 l = g1 0 - 2 * g2 0 := by
  have hd : ∀ x ∈ Icc 0 l,
      HasDerivWithinAt (fun y => g1 y - 2 * g2 y) 0 (Icc 0 l) x := fun x hx =>
    ((h x hx).1.sub ((h x hx).2.const_mul 2)).congr_deriv (by ring)
  exact constant_of_has_deriv_right_zero (fun x hx => (hd x hx).continuousWithinAt)
    (fun x hx => (hd x ⟨hx.1, hx.2.le⟩).mono_of_mem_nhdsWithin (Icc_mem_nhdsGE_of_mem hx))
    l ⟨hl, le_rfl⟩

/-- The running coupling: a flow on `[0, l]` satisfies `g1(l) (1 + g1(0) l) = g1(0)`,
whatever the sign of `g1(0)`. -/
theorem running_coupling {l : ℝ} (h : IsFlow g1 g2 (Icc 0 l)) (hl : 0 ≤ l) :
    g1 l * (1 + g1 0 * l) = g1 0 := by
  obtain ⟨K, hK⟩ := isCompact_Icc.exists_bound_of_continuousOn
    (fun x hx => (h x hx).1.continuousWithinAt : ContinuousOn g1 (Icc 0 l))
  -- the defect of the claimed identity obeys a linear homogeneous equation
  have hd : ∀ x ∈ Icc 0 l, HasDerivWithinAt (fun y => g1 y * (1 + g1 0 * y) - g1 0)
      (-(g1 x) * (g1 x * (1 + g1 0 * x) - g1 0)) (Icc 0 l) x := by
    intro x hx
    have hlin : HasDerivWithinAt (fun y => 1 + g1 0 * y) (g1 0) (Icc 0 l) x :=
      (((hasDerivAt_id' x).hasDerivWithinAt.const_mul (g1 0)).const_add 1).congr_deriv
        (mul_one _)
    exact (((h x hx).1.mul hlin).sub_const (g1 0)).congr_deriv (by ring)
  -- it vanishes at the start, so Grönwall's inequality keeps it zero
  have hg := norm_le_gronwallBound_of_norm_deriv_right_le
    (f := fun y => g1 y * (1 + g1 0 * y) - g1 0)
    (f' := fun x => -(g1 x) * (g1 x * (1 + g1 0 * x) - g1 0))
    (δ := 0) (K := K) (ε := 0) (a := 0) (b := l)
    (fun x hx => (hd x hx).continuousWithinAt)
    (fun x hx => (hd x ⟨hx.1, hx.2.le⟩).mono_of_mem_nhdsWithin (Icc_mem_nhdsGE_of_mem hx))
    (by simp)
    (fun x hx => by
      simp only [norm_mul, norm_neg, add_zero]
      exact mul_le_mul_of_nonneg_right (hK x ⟨hx.1, hx.2.le⟩) (norm_nonneg _))
    l ⟨hl, le_rfl⟩
  rw [gronwallBound_ε0, zero_mul] at hg
  have h0 : g1 l * (1 + g1 0 * l) - g1 0 = 0 := norm_le_zero_iff.mp hg
  linarith

/-- The couplings `a/(1 + a l)` and `b - (a - a/(1 + a l))/2` solve the flow equations on any
set of scales where `1 + a l` does not vanish. -/
theorem explicit_flow (a b : ℝ) {s : Set ℝ} (hs : ∀ l ∈ s, 1 + a * l ≠ 0) :
    IsFlow (fun l => a / (1 + a * l)) (fun l => b - (a - a / (1 + a * l)) / 2) s := by
  intro l hl
  have hlin : HasDerivWithinAt (fun y => 1 + a * y) a s l :=
    (((hasDerivAt_id' l).hasDerivWithinAt.const_mul a).const_add 1).congr_deriv (mul_one _)
  have h1 : HasDerivWithinAt (fun y => a / (1 + a * y)) (-(a / (1 + a * l)) ^ 2) s l :=
    ((hasDerivWithinAt_const l s a).div hlin (hs l hl)).congr_deriv (by
      show (0 * (1 + a * l) - a * a) / (1 + a * l) ^ 2 = -(a / (1 + a * l)) ^ 2
      rw [div_pow]
      ring)
  have h2 : HasDerivWithinAt (fun y => b - (a - a / (1 + a * y)) / 2)
      (-(a / (1 + a * l)) ^ 2 / 2) s l :=
    (((h1.const_sub a).div_const 2).const_sub b).congr_deriv (by ring)
  exact ⟨h1, h2⟩

/-- For attractive backscattering `a < 0`, a flow on `[0, L]` starting from the couplings
`(a, b)` exists exactly when `L < 1/|a|`. -/
theorem attractive_flow_iff {a : ℝ} (ha : a < 0) (b L : ℝ) :
    (∃ g1 g2 : ℝ → ℝ, g1 0 = a ∧ g2 0 = b ∧ IsFlow g1 g2 (Icc 0 L)) ↔ L < 1 / |a| := by
  have hpos : 0 < |a| := abs_pos.mpr ha.ne
  have hc : a * (1 / |a|) = -1 := by
    rw [abs_of_neg ha]
    field_simp [ha.ne]
  constructor
  · rintro ⟨g1, g2, h1, -, h⟩
    by_contra hL
    -- at the critical scale the running-coupling identity would read 0 = a
    have hr := running_coupling (h.mono (Icc_subset_Icc_right (not_lt.mp hL)))
      (one_div_pos.mpr hpos).le
    rw [h1, hc] at hr
    norm_num at hr
    linarith
  · intro hL
    refine ⟨_, _, ?_, ?_, explicit_flow a b (s := Icc 0 L) fun l hl => ?_⟩
    · simp
    · simp
    · have := mul_lt_mul_of_neg_left (hl.2.trans_lt hL) ha
      linarith

/-- Runaway to strong coupling: if `g1(0) < 0`, a flow on `[0, 1/|g1(0)|)` has `g1 → -∞` as
the scale approaches `1/|g1(0)|`. -/
theorem runaway (ha : g1 0 < 0) (h : IsFlow g1 g2 (Ico 0 (1 / |g1 0|))) :
    Tendsto g1 (𝓝[<] (1 / |g1 0|)) atBot := by
  have hpos : 0 < 1 / |g1 0| := one_div_pos.mpr (abs_pos.mpr ha.ne)
  have hc : g1 0 * (1 / |g1 0|) = -1 := by
    rw [abs_of_neg ha]
    field_simp [ha.ne]
  have hden : ∀ l < 1 / |g1 0|, 0 < 1 + g1 0 * l := fun l hl => by
    have := mul_lt_mul_of_neg_left hl ha
    linarith
  -- the denominator of the running coupling tends to zero from above
  have ht : Tendsto (fun l => 1 + g1 0 * l) (𝓝[<] (1 / |g1 0|)) (𝓝[>] 0) := by
    refine tendsto_nhdsWithin_iff.mpr ⟨?_, ?_⟩
    · have hcont : Continuous (fun l : ℝ => 1 + g1 0 * l) := by fun_prop
      have h0 := hcont.tendsto (1 / |g1 0|)
      rw [hc, add_neg_cancel] at h0
      exact h0.mono_left nhdsWithin_le_nhds
    · filter_upwards [self_mem_nhdsWithin] with l hl
      exact hden l hl
  refine ((tendsto_inv_nhdsGT_zero.comp ht).const_mul_atTop_of_neg ha).congr' ?_
  filter_upwards [Ico_mem_nhdsLT hpos] with l hl
  have hr := running_coupling (h.mono fun x hx => ⟨hx.1, hx.2.trans_lt hl.2⟩) hl.1
  show g1 0 * (1 + g1 0 * l)⁻¹ = g1 l
  rw [← div_eq_mul_inv]
  exact (eq_div_of_mul_eq (hden l hl.2).ne' hr).symm

/-- A flow over all scales `l ≥ 0` starting from the couplings `(a, b)` exists exactly when
`a ≥ 0`. -/
theorem global_flow_iff (a b : ℝ) :
    (∃ g1 g2 : ℝ → ℝ, g1 0 = a ∧ g2 0 = b ∧ IsFlow g1 g2 (Ici 0)) ↔ 0 ≤ a := by
  constructor
  · rintro ⟨g1, g2, h1, h2, h⟩
    by_contra ha
    exact lt_irrefl _ ((attractive_flow_iff (not_le.mp ha) b (1 / |a|)).mp
      ⟨g1, g2, h1, h2, h.mono Icc_subset_Ici_self⟩)
  · intro ha
    refine ⟨_, _, ?_, ?_, explicit_flow a b (s := Ici 0) fun l hl => ?_⟩
    · simp
    · simp
    · have := mul_nonneg ha (mem_Ici.mp hl)
      linarith

/-- Every flow over all scales `l ≥ 0` ends on the fixed line: `g1 → 0` and
`g2 → g2(0) - g1(0)/2`. -/
theorem tendsto_fixed_line (h : IsFlow g1 g2 (Ici 0)) :
    Tendsto g1 atTop (𝓝 0) ∧ Tendsto g2 atTop (𝓝 (g2 0 - g1 0 / 2)) := by
  have ha : 0 ≤ g1 0 := (global_flow_iff _ _).mp ⟨g1, g2, rfl, rfl, h⟩
  have h1 : Tendsto g1 atTop (𝓝 0) := by
    rcases ha.eq_or_lt with h0 | h0
    · refine tendsto_const_nhds.congr' ?_
      filter_upwards [eventually_ge_atTop 0] with l hl
      have hr := running_coupling (h.mono Icc_subset_Ici_self) hl
      rw [← h0] at hr
      linarith
    · have hden : Tendsto (fun l : ℝ => 1 + g1 0 * l) atTop atTop :=
        tendsto_atTop_add_const_left atTop 1 (tendsto_id.const_mul_atTop h0)
      refine ((tendsto_const_nhds (x := g1 0)).div_atTop hden).congr' ?_
      filter_upwards [eventually_ge_atTop 0] with l hl
      have hr := running_coupling (h.mono Icc_subset_Ici_self) hl
      have hp : 0 < 1 + g1 0 * l := by positivity
      exact (eq_div_of_mul_eq hp.ne' hr).symm
  refine ⟨h1, ?_⟩
  -- the invariant fixes g2 once g1 is known
  have h2 : Tendsto (fun l => g2 0 - g1 0 / 2 + g1 l / 2) atTop (𝓝 (g2 0 - g1 0 / 2)) := by
    simpa using (h1.div_const 2).const_add (g2 0 - g1 0 / 2)
  refine h2.congr' ?_
  filter_upwards [eventually_ge_atTop 0] with l hl
  have hi := invariant (h.mono Icc_subset_Ici_self) hl
  linarith

/-- On every flow over all scales `l ≥ 0` the combination `g1 - 2 g2` is conserved and
`g1(0)` is not negative; if `g1(0) > 0`, then `l g1(l) → 1`. -/
theorem backscattering_flow (h : IsFlow g1 g2 (Ici 0)) :
    (∀ l, 0 ≤ l → g1 l - 2 * g2 l = g1 0 - 2 * g2 0) ∧ 0 ≤ g1 0 ∧
      (0 < g1 0 → Tendsto (fun l => l * g1 l) atTop (𝓝 1)) := by
  refine ⟨fun l hl => invariant (h.mono Icc_subset_Ici_self) hl,
    (global_flow_iff _ _).mp ⟨g1, g2, rfl, rfl, h⟩, fun ha => ?_⟩
  -- the running coupling gives l g1(l) = 1 - g1(l) / g1(0)
  have ht : Tendsto (fun l => 1 - g1 l / g1 0) atTop (𝓝 1) := by
    simpa using ((tendsto_fixed_line h).1.div_const (g1 0)).const_sub 1
  refine ht.congr' ?_
  filter_upwards [eventually_ge_atTop 0] with l hl
  have hr := running_coupling (h.mono Icc_subset_Ici_self) hl
  have hq : g1 l / g1 0 * g1 0 = g1 l := div_mul_cancel₀ _ ha.ne'
  apply mul_right_cancel₀ ha.ne'
  linear_combination -hr - hq

end BackscatteringFlow
```

```lean
#print axioms BackscatteringFlow.runaway
#print axioms BackscatteringFlow.backscattering_flow
```

```
'BackscatteringFlow.runaway' depends on axioms: [propext, Classical.choice, Quot.sound]
'BackscatteringFlow.backscattering_flow' depends on axioms: [propext, Classical.choice, Quot.sound]
```

## Flows on a set of scales

The couplings are functions `g1 g2 : ℝ → ℝ` of a logarithmic scale l. The definition `IsFlow g1 g2 s` says that at every l in the set s

g1'(l) = −g1(l)²,  g2'(l) = −g1(l)²/2,

with derivatives taken within s. On the half-line `Ici 0`, that is [0, ∞), the derivative at l = 0 is therefore one-sided, and the values of the functions at negative l play no role. The same definition serves for the closed interval `Icc 0 L` and for the half-open interval `Ico 0 (1 / |g1 0|)`.

The final theorem, `backscattering_flow`, takes any flow on [0, ∞) and concludes three things:

- g1(l) − 2g2(l) = g1(0) − 2g2(0) for all l ≥ 0.
- g1(0) ≥ 0.
- If g1(0) > 0, then l·g1(l) → 1 as l → ∞.

The second item is a conclusion: a negative initial coupling is incompatible with a flow over all scales. `global_flow_iff` adds the converse, so that initial couplings (a, b) admit a global flow exactly when a ≥ 0. For a < 0, `attractive_flow_iff` says that a flow on [0, L] exists exactly when L < 1/|a|, and `runaway` says that g1 → −∞ as l approaches 1/|g1(0)| from below.

## The electron gas behind the equations

The scale is l = ln(Λ₀/Λ), where Λ₀ is the initial energy cutoff and Λ the reduced one, so large l means low energy. The coupling g1 describes collisions in which two electrons on opposite Fermi points exchange sides, and g2 those in which each stays on its side. Both are dimensionless here, measured in units of πħv_F with v_F the Fermi velocity, which removes all constants from the equations except the factor 1/2.

The equations are taken as given. They stand for a spin-rotation-invariant gas away from half filling, where umklapp scattering plays no part, and they keep only the second order in the couplings.

The conserved combination g1 − 2g2 belongs to the charge sector: the charge Luttinger parameter depends on g1 and g2 only through it. For a weakly repulsive Hubbard chain away from half filling both couplings start at the same value u > 0, and the flow ends at g1 = 0, g2 = u/2.

The limit l·g1(l) → 1 says that the repulsive coupling dies out as 1/l, with a coefficient that doesn't depend on where it started. In this one-loop model, a simulation of a finite chain therefore sees a residual g1 that falls only with the inverse logarithm of the chain length. The approach is slow at weak coupling: with g1(0) = 0.1, the product l·g1(l) has only reached 1/2 at l = 10, where the cutoff has shrunk by a factor of about 22 000.

For attractive backscattering the flow breaks down at l = 1/|g1(0)|, which corresponds to the energy Λ₀·exp(−1/|g1(0)|). Physicists read this as the rough size of a spin gap. That reading needs a separate argument about the strong-coupling phase, since the one-loop equations lose their validity once |g1| is of order one.

## The running coupling without division by g1

The conservation law is immediate:

(g1 − 2g2)' = −g1² + g1² = 0.

For g1 itself, write a = g1(0). The usual separation of variables gives (1/g1)' = 1 and hence 1/g1(l) = 1/a + l, but it assumes that g1 never vanishes. To avoid this, define the defect

h(l) = g1(l)(1 + a·l) − a.

Its derivative is

h' = −g1²(1 + a·l) + a·g1 = −g1·[g1(1 + a·l) − a] = −g1·h,

and h(0) = 0. On a finite interval [0, l] the continuous function g1 is bounded, say |g1| ≤ K, so |h'| ≤ K|h|. Grönwall's inequality gives |h(l)| ≤ |h(0)|·exp(K·l) = 0. Therefore

g1(l)(1 + a·l) = a

for either sign of a, and also for a = 0.

Suppose a < 0. At l = 1/|a| the bracket is zero and the identity reads 0 = a, a contradiction, so no flow reaches this scale. Below it, g1(l) = a/(1 + a·l), whose denominator tends to zero from above while the numerator is negative, so g1 → −∞.

Suppose a ≥ 0. Then 1 + a·l is positive for all l ≥ 0, and g1(l) = a/(1 + a·l) → 0. The conservation law gives

g2(l) = g2(0) − a/2 + g1(l)/2 → g2(0) − a/2.

If a > 0, the identity can be rearranged to a·l·g1(l) = a − g1(l), and division by a yields

l·g1(l) = 1 − g1(l)/a → 1.

It remains to see that the formula does solve the equations. Differentiating a/(1 + a·l) gives −a²/(1 + a·l)² = −g1², and g2 = b − (a − g1)/2 has derivative g1'/2 = −g1²/2. This holds wherever 1 + a·l ≠ 0.

## The same steps in Lean

`IsFlow.mono` restricts a flow to a smaller set of scales. It lets results on [0, l] be applied to flows on the half-line.

`invariant` computes the zero derivative in `hd` and passes it to `constant_of_has_deriv_right_zero`, which turns a vanishing right derivative into constancy.

`running_coupling` follows the defect argument. The bound K comes from compactness of the interval, `hd` is the equation h' = −g1·h with `ring` doing the algebra, and `norm_le_gronwallBound_of_norm_deriv_right_le` is Grönwall's inequality, used with initial value `δ := 0` and inhomogeneity `ε := 0`.

`explicit_flow` differentiates the formula. It supplies the existence half of both `attractive_flow_iff` and `global_flow_iff`. The other half of `attractive_flow_iff` assumes that the flow reaches 1/|a|, restricts it to end there, and derives 0 = a from `running_coupling`. `global_flow_iff` then rules out a < 0 by restricting a global flow to [0, 1/|a|].

`runaway` shows in `ht` that the denominator tends to zero from above, so its inverse tends to +∞, and multiplication by the negative g1(0) reverses the sign. `tendsto_fixed_line` treats g1(0) = 0 and g1(0) > 0 separately, then obtains the limit of g2 from `invariant`.

`backscattering_flow` collects the results. For its last part, `ht` states that 1 − g1(l)/g1(0) → 1, and `linear_combination -hr - hq` verifies that this expression equals l·g1(l) for l ≥ 0.

## The Kondo coupling, and one missing scale

The isotropic Kondo model has, at lowest order and in suitable units, the flow J' = J² for the exchange coupling J, with J > 0 antiferromagnetic. Setting g1 = −J and g2 = −J/2 gives a flow in the sense used here. A ferromagnetic coupling J(0) < 0 therefore obeys l·J(l) → −1 on a global flow, while an antiferromagnetic one diverges at l = 1/J(0), which gives Λ₀·exp(−1/J(0)) as the one-loop estimate of the Kondo energy.

For the conclusion g1(0) ≥ 0, it isn't enough that the equations hold at all scales but one. Take

g1(l) = 1/(l − 1),  g2(l) = 1/(2(l − 1)),

with both set to 0 at l = 1. The equations hold at every l ≥ 0 other than l = 1, and l·g1(l) even tends to 1, yet g1(0) = −1. The formula has passed through its pole and returned from +∞ as a repulsive coupling, a continuation with no meaning for the electron gas.
